# The least position variance of a real Gaussian packet in an inverted oscillator

Let a particle of mass \(m\) move in the potential \(-\tfrac12 m w^2x^2\), and let it start in the Gaussian packet \(\psi_s(x)=e^{-x^2/(4s^2)}\) of width \(s>0\), written here without its normalisation factor. For positive \(\hbar, m, w, t\), its position variance \(W(s)\) at time \(t\) satisfies

\[
W(s)\;\ge\;\frac{\hbar}{2mw}\sinh(2wt),
\qquad\text{with equality exactly when}\qquad
s^2=\frac{\hbar}{2mw}\tanh(wt).
\]

## Two sources of spreading

The Hamiltonian is \(H=p^2/(2m)-\tfrac12 m w^2x^2\). A classical particle released at rest at \(x_0\ne0\) moves away from the top as \(x_0\cosh(wt)\), so \(w\) sets the time scale of the escape. A wide packet starts with a large position uncertainty, which the potential amplifies. A narrow packet has a large momentum uncertainty, which turns into position uncertainty. The best width balances the two.

An inverted parabola approximates the top of a smooth barrier whose second derivative is negative at the maximum. For one particle in one dimension, the bound then estimates how compact an initially real Gaussian packet centred at the top can be, while it stays where that approximation holds. The formula for \(W(s)\) derived below gives, for every width, an exact value against which a wave-packet propagator can be tested for this quadratic potential.

## From the equations of motion to the variance

The Heisenberg equations are \(\dot X=P/m\) and \(\dot P=mw^2X\). With \(X(0)=x\) and \(P(0)=p=-i\hbar\,d/dx\), their solution is

\[
X(t)=x\cosh(wt)+\frac{p}{mw}\sinh(wt),\qquad
P(t)=p\cosh(wt)+mw\,x\sinh(wt).
\]

Since \(\psi_s'=-\frac{x}{2s^2}\psi_s\), we have \(p\,\psi_s=\frac{i\hbar x}{2s^2}\psi_s\), and therefore

\[
X(t)\psi_s=\Bigl(\cosh(wt)+i\,\frac{\hbar\sinh(wt)}{2mws^2}\Bigr)x\,\psi_s .
\]

The mean position is proportional to \(\int x\,\psi_s^2\,dx\), which vanishes because the integrand is odd. The mean square position is thus the variance:

\[
W(s)=\frac{\int|X(t)\psi_s|^2dx}{\int|\psi_s|^2dx}
=\Bigl(\cosh^2(wt)+\frac{\hbar^2\sinh^2(wt)}{4m^2w^2s^4}\Bigr)
\frac{\int x^2e^{-x^2/(2s^2)}dx}{\int e^{-x^2/(2s^2)}dx}.
\]

To find the last ratio, integrate

\[
\frac{d}{dx}\Bigl(x\,e^{-x^2/(2s^2)}\Bigr)=e^{-x^2/(2s^2)}-\frac{x^2}{s^2}e^{-x^2/(2s^2)}
\]

over the line. The left side gives zero, so the ratio is \(s^2\), and

\[
W(s)=s^2\cosh^2(wt)+\Bigl(\frac{\hbar}{2mws}\Bigr)^2\sinh^2(wt).
\]

## Completing the square

The product of \(s\cosh(wt)\) and \(\frac{\hbar}{2mws}\sinh(wt)\) does not depend on \(s\). Twice this product is \(\frac{\hbar}{mw}\sinh(wt)\cosh(wt)=\frac{\hbar}{2mw}\sinh(2wt)\). Hence

\[
W(s)=\frac{\hbar}{2mw}\sinh(2wt)+\Bigl(s\cosh(wt)-\frac{\hbar}{2mws}\sinh(wt)\Bigr)^2 .
\]

The square is nonnegative, which gives the bound. It vanishes exactly when \(s\cosh(wt)=\frac{\hbar}{2mws}\sinh(wt)\). Multiplying by \(s/\cosh(wt)\) turns this into \(s^2=\frac{\hbar}{2mw}\tanh(wt)\). For positive \(\hbar,m,w,t\) the right side is positive, so such a width exists and the bound is a minimum.

The best width depends on the time of observation. If instead \(s^2=\hbar/(2mw)\) is kept for all times, then \(\hbar/(2mws)=s\), and

\[
W(s)=\frac{\hbar}{2mw}\cosh(2wt)
=\frac{\hbar}{2mw}\sinh(2wt)+\frac{\hbar}{2mw}e^{-2wt}.
\]

The excess over the minimum decays exponentially.

## Numbers at \(wt=\ln 2\)

Take units with \(\hbar=m=w=1\) and \(t=\ln 2\). Then \(\cosh t=\tfrac54\), \(\sinh t=\tfrac34\), \(\tanh t=\tfrac35\) and \(\sinh 2t=\tfrac{15}{8}\). The bound is \(\tfrac{15}{16}\), and the best width has \(s^2=\tfrac{3}{10}\). Inserting it gives

\[
W=\tfrac{3}{10}\cdot\tfrac{25}{16}+\tfrac{1}{4}\cdot\tfrac{10}{3}\cdot\tfrac{9}{16}
=\tfrac{15}{32}+\tfrac{15}{32}=\tfrac{15}{16}.
\]

The two contributions are equal, as the vanishing square requires. The fixed choice \(s^2=\tfrac12\) gives \(W=\tfrac{17}{16}\), which is larger by \(\tfrac18=\tfrac12e^{-2\ln 2}\).

## The packet and its variance in Lean

All parameters are real numbers, and wave functions have type `ℝ → ℂ`. The function `packet s` is \(\psi_s\) without its normalisation factor \((2\pi s^2)^{-1/4}\); `spread` divides by \(\int|\psi_s|^2dx\), so its value is the normalised one.

The definitions `positionAt` and `momentumAt` are the solutions \(X(t)\) and \(P(t)\) written above, applied to a wave function and evaluated at a point. The theorem `heisenberg_equations` confirms that they satisfy the equations of motion at each point \(x\). The file works in this picture throughout and does not construct the unitary evolution of the wave function.

The main theorem, `spread_lower_bound`, assumes only `m ≠ 0`, `w ≠ 0` and `0 < s`. It contains both the inequality and the equivalence for equality. At \(t=0\) the bound is zero and no positive width attains it. In `least_spread`, where \(\hbar,m,w,t\) are positive, `IsLeast` says that the bound is a value of `spread` at some positive width and that no such value is smaller.

The minimum is taken over real Gaussians centred at the origin with zero mean momentum. A packet with an initial correlation between position and momentum can contract first, and may have a smaller variance at time \(t\).

## The complete file

```lean
import Mathlib

open MeasureTheory ComplexConjugate

namespace InvertedOscillatorSpread

noncomputable section

/-- The unnormalised Gaussian packet `exp (-x² / (4 s²))` of width `s ≠ 0`. -/
def packet (s x : ℝ) : ℂ := (Real.exp (-(1 / (4 * s ^ 2)) * x ^ 2) : ℝ)

/-- The Heisenberg position of the inverted oscillator at time `t`, applied to the wave
function `ψ` and evaluated at `x`; here `m` and `w` are nonzero. -/
def positionAt (hbar m w t : ℝ) (ψ : ℝ → ℂ) (x : ℝ) : ℂ :=
  (Real.cosh (w * t) : ℝ) * (x * ψ x) +
    (Real.sinh (w * t) / (m * w) : ℝ) * (-Complex.I * hbar * deriv ψ x)

/-- The Heisenberg momentum of the inverted oscillator at time `t`, applied to the wave
function `ψ` and evaluated at `x`. -/
def momentumAt (hbar m w t : ℝ) (ψ : ℝ → ℂ) (x : ℝ) : ℂ :=
  (Real.cosh (w * t) : ℝ) * (-Complex.I * hbar * deriv ψ x) +
    (Real.sinh (w * t) * (m * w) : ℝ) * (x * ψ x)

/-- The mean square position at time `t` of the packet with initial width `s`, for nonzero
`m`, `w` and `s`. -/
def spread (hbar m w t s : ℝ) : ℝ :=
  (∫ x, ‖positionAt hbar m w t (packet s) x‖ ^ 2) / ∫ x, ‖packet s x‖ ^ 2

/-- The Heisenberg operators obey the equations of motion of the inverted oscillator,
`dX/dt = P/m` and `dP/dt = m w² X`. -/
theorem heisenberg_equations (hbar t : ℝ) {m w : ℝ} (hm : m ≠ 0) (hw : w ≠ 0)
    (ψ : ℝ → ℂ) (x : ℝ) :
    HasDerivAt (fun τ => positionAt hbar m w τ ψ x) (momentumAt hbar m w t ψ x / m) t ∧
    HasDerivAt (fun τ => momentumAt hbar m w τ ψ x)
      (m * w ^ 2 * positionAt hbar m w t ψ x) t := by
  have hmC : (m : ℂ) ≠ 0 := Complex.ofReal_ne_zero.mpr hm
  have hwC : (w : ℂ) ≠ 0 := Complex.ofReal_ne_zero.mpr hw
  have hl : HasDerivAt (fun τ : ℝ => w * τ) w t := by
    simpa using (hasDerivAt_id' t).const_mul w
  constructor
  · refine ((hl.cosh.ofReal_comp.mul_const (x * ψ x)).fun_add
      ((hl.sinh.div_const (m * w)).ofReal_comp.mul_const
        (-Complex.I * hbar * deriv ψ x))).congr_deriv ?_
    simp only [momentumAt]
    push_cast
    field_simp
    ring
  · refine ((hl.cosh.ofReal_comp.mul_const (-Complex.I * hbar * deriv ψ x)).fun_add
      ((hl.sinh.mul_const (m * w)).ofReal_comp.mul_const (x * ψ x))).congr_deriv ?_
    simp only [positionAt]
    push_cast
    field_simp
    ring

/-- On the Gaussian packet the Heisenberg position acts as multiplication by `x` times a
complex number that depends on time. -/
theorem positionAt_packet (hbar m w t s x : ℝ) :
    positionAt hbar m w t (packet s) x =
      ((Real.cosh (w * t) : ℝ) +
        (hbar * Real.sinh (w * t) / (2 * m * w * s ^ 2) : ℝ) * Complex.I) *
        (x * packet s x) := by
  have h0 : HasDerivAt (fun y : ℝ => y ^ 2) (2 * x) x := by
    simpa using hasDerivAt_pow 2 x
  have h1 : HasDerivAt (fun y : ℝ => Real.exp (-(1 / (4 * s ^ 2)) * y ^ 2))
      (-(x / (2 * s ^ 2)) * Real.exp (-(1 / (4 * s ^ 2)) * x ^ 2)) x :=
    (h0.const_mul (-(1 / (4 * s ^ 2)))).exp.congr_deriv (by ring)
  have h2 : HasDerivAt (packet s) (-((x / (2 * s ^ 2) : ℝ) : ℂ) * packet s x) x :=
    h1.ofReal_comp.congr_deriv (by
      simp only [packet, Complex.ofReal_mul, Complex.ofReal_neg])
  rw [positionAt, h2.deriv]
  push_cast
  ring

/-- The mean position of the packet is zero at all times. -/
theorem mean_position_zero (hbar m w t s : ℝ) :
    ∫ x, conj (packet s x) * positionAt hbar m w t (packet s) x = 0 := by
  -- the integral of an odd function vanishes
  have key : ∀ F : ℝ → ℂ, (∀ x, F (-x) = -F x) → ∫ x, F x = 0 := by
    intro F hF
    have h := integral_neg_eq_self F volume
    simp only [hF, integral_neg] at h
    linear_combination (-1 / 2 : ℂ) * h
  apply key
  intro x
  have hp : packet s (-x) = packet s x := by simp [packet]
  rw [positionAt_packet, positionAt_packet, hp]
  push_cast
  ring

/-- The Gaussian density `exp (-x² / (2 s²))` has second moment `s²` times its integral. -/
theorem gaussian_second_moment {s : ℝ} (hs : 0 < s) :
    ∫ x : ℝ, x ^ 2 * Real.exp (-(1 / (2 * s ^ 2)) * x ^ 2) =
      s ^ 2 * ∫ x : ℝ, Real.exp (-(1 / (2 * s ^ 2)) * x ^ 2) := by
  have hb : 0 < 1 / (2 * s ^ 2) := by positivity
  have i0 := integrable_exp_neg_mul_sq hb
  have i2 : Integrable (fun x : ℝ => x ^ 2 * Real.exp (-(1 / (2 * s ^ 2)) * x ^ 2)) := by
    have h := integrable_rpow_mul_exp_neg_mul_sq hb (s := 2) (by norm_num)
    simpa only [Real.rpow_two] using h
  -- integrate the total derivative of `x exp (-x² / (2 s²))`
  have hd : ∀ x : ℝ, HasDerivAt (fun y : ℝ => y * Real.exp (-(1 / (2 * s ^ 2)) * y ^ 2))
      (Real.exp (-(1 / (2 * s ^ 2)) * x ^ 2) -
        (1 / s ^ 2) * (x ^ 2 * Real.exp (-(1 / (2 * s ^ 2)) * x ^ 2))) x := by
    intro x
    have h0 : HasDerivAt (fun y : ℝ => y ^ 2) (2 * x) x := by
      simpa using hasDerivAt_pow 2 x
    exact ((hasDerivAt_id' x).fun_mul
      (h0.const_mul (-(1 / (2 * s ^ 2)))).exp).congr_deriv (by ring)
  have hz := integral_eq_zero_of_hasDerivAt_of_integrable hd
    (i0.sub (i2.const_mul _)) (integrable_mul_exp_neg_mul_sq hb)
  rw [integral_sub i0 (i2.const_mul _), integral_const_mul] at hz
  have h1 : s ^ 2 * (1 / s ^ 2) = 1 := by field_simp
  linear_combination (-s ^ 2) * hz -
    (∫ x : ℝ, x ^ 2 * Real.exp (-(1 / (2 * s ^ 2)) * x ^ 2)) * h1

/-- The spread is `s² cosh² (wt) + (ħ / (2 m w s))² sinh² (wt)`. -/
theorem spread_formula (hbar t : ℝ) {m w s : ℝ} (hm : m ≠ 0) (hw : w ≠ 0) (hs : 0 < s) :
    spread hbar m w t s = s ^ 2 * Real.cosh (w * t) ^ 2 +
      (hbar / (2 * m * w * s)) ^ 2 * Real.sinh (w * t) ^ 2 := by
  have hn : ∀ x, ‖packet s x‖ ^ 2 = Real.exp (-(1 / (2 * s ^ 2)) * x ^ 2) := by
    intro x
    rw [packet, Complex.norm_real, Real.norm_eq_abs, sq_abs, pow_two (Real.exp _),
      ← Real.exp_add]
    congr 1
    ring
  have hX : ∀ x, ‖positionAt hbar m w t (packet s) x‖ ^ 2 =
      (Real.cosh (w * t) ^ 2 + (hbar * Real.sinh (w * t) / (2 * m * w * s ^ 2)) ^ 2) *
        (x ^ 2 * Real.exp (-(1 / (2 * s ^ 2)) * x ^ 2)) := by
    intro x
    rw [positionAt_packet, norm_mul, norm_mul, mul_pow, mul_pow, hn, Complex.norm_real,
      Real.norm_eq_abs, sq_abs, Complex.sq_norm, Complex.normSq_add_mul_I]
  have hN : (∫ x : ℝ, Real.exp (-(1 / (2 * s ^ 2)) * x ^ 2)) ≠ 0 := by
    rw [integral_gaussian]
    positivity
  have e : hbar * Real.sinh (w * t) / (2 * m * w * s ^ 2) * s =
      hbar / (2 * m * w * s) * Real.sinh (w * t) := by field_simp
  simp only [spread, hn, hX]
  rw [integral_const_mul, gaussian_second_moment hs, ← mul_assoc, mul_div_assoc,
    div_self hN, mul_one, add_mul, ← mul_pow, ← mul_pow, e]
  ring

/-- The spread is `(ħ / (2 m w)) sinh (2wt)` plus a perfect square. -/
theorem spread_eq_bound_add_sq (hbar t : ℝ) {m w s : ℝ} (hm : m ≠ 0) (hw : w ≠ 0)
    (hs : 0 < s) :
    spread hbar m w t s = hbar / (2 * m * w) * Real.sinh (2 * (w * t)) +
      (s * Real.cosh (w * t) - hbar / (2 * m * w * s) * Real.sinh (w * t)) ^ 2 := by
  have hd : s * (hbar / (2 * m * w * s)) = hbar / (2 * m * w) := by field_simp
  rw [spread_formula hbar t hm hw hs, Real.sinh_two_mul]
  linear_combination (2 * Real.cosh (w * t) * Real.sinh (w * t)) * hd

/-- The spread is at least `(ħ / (2 m w)) sinh (2wt)`, with equality exactly when the
initial width satisfies `s² = (ħ / (2 m w)) tanh (wt)`. -/
theorem spread_lower_bound (hbar t : ℝ) {m w s : ℝ} (hm : m ≠ 0) (hw : w ≠ 0)
    (hs : 0 < s) :
    hbar / (2 * m * w) * Real.sinh (2 * (w * t)) ≤ spread hbar m w t s ∧
    (spread hbar m w t s = hbar / (2 * m * w) * Real.sinh (2 * (w * t)) ↔
      s ^ 2 = hbar / (2 * m * w) * Real.tanh (w * t)) := by
  have hc : Real.cosh (w * t) ≠ 0 := (Real.cosh_pos _).ne'
  rw [spread_eq_bound_add_sq hbar t hm hw hs]
  refine ⟨le_add_of_nonneg_right (sq_nonneg _), ?_⟩
  -- the square vanishes exactly at the optimal width
  have h1 : s * Real.cosh (w * t) = Real.cosh (w * t) / s * s ^ 2 := by field_simp
  have h2 : hbar / (2 * m * w * s) * Real.sinh (w * t) =
      Real.cosh (w * t) / s * (hbar / (2 * m * w) * Real.tanh (w * t)) := by
    rw [Real.tanh_eq_sinh_div_cosh]
    field_simp
  rw [add_eq_left, sq_eq_zero_iff, h1, h2, ← mul_sub, mul_eq_zero, sub_eq_zero]
  exact or_iff_right (div_ne_zero hc hs.ne')

/-- For positive `ħ`, `m`, `w` and `t`, the least spread over all positive initial widths is `(ħ /
(2 m w)) sinh (2wt)`. -/
theorem least_spread {hbar m w t : ℝ} (hh : 0 < hbar) (hm : 0 < m) (hw : 0 < w)
    (ht : 0 < t) :
    IsLeast (spread hbar m w t '' Set.Ioi 0)
      (hbar / (2 * m * w) * Real.sinh (2 * (w * t))) := by
  have hT : 0 < hbar / (2 * m * w) * Real.tanh (w * t) := by
    rw [Real.tanh_eq_sinh_div_cosh]
    exact mul_pos (by positivity)
      (div_pos (Real.sinh_pos_iff.mpr (mul_pos hw ht)) (Real.cosh_pos _))
  constructor
  · exact ⟨_, Real.sqrt_pos.mpr hT, (spread_lower_bound hbar t hm.ne' hw.ne'
      (Real.sqrt_pos.mpr hT)).2.mpr (Real.sq_sqrt hT.le)⟩
  · rintro _ ⟨s, hs, rfl⟩
    exact (spread_lower_bound hbar t hm.ne' hw.ne' hs).1

/-- The fixed width `s² = ħ / (2 m w)` gives a spread that exceeds
`(ħ / (2 m w)) sinh (2wt)` by exactly `(ħ / (2 m w)) exp (-2wt)`. -/
theorem spread_fixed_width (hbar t : ℝ) {m w s : ℝ} (hm : m ≠ 0) (hw : w ≠ 0)
    (hs : 0 < s) (h : s ^ 2 = hbar / (2 * m * w)) :
    spread hbar m w t s = hbar / (2 * m * w) * Real.sinh (2 * (w * t)) +
      hbar / (2 * m * w) * Real.exp (-(2 * (w * t))) := by
  have hd : s * (hbar / (2 * m * w * s)) = hbar / (2 * m * w) := by field_simp
  have he : hbar / (2 * m * w * s) = s :=
    mul_left_cancel₀ hs.ne' (by rw [hd, ← h, pow_two])
  rw [spread_formula hbar t hm hw hs, he, ← Real.cosh_sub_sinh, Real.cosh_two_mul]
  linear_combination (Real.cosh (w * t) ^ 2 + Real.sinh (w * t) ^ 2) * h

end

end InvertedOscillatorSpread
```

```lean
#print axioms InvertedOscillatorSpread.positionAt_packet
#print axioms InvertedOscillatorSpread.mean_position_zero
#print axioms InvertedOscillatorSpread.least_spread
#print axioms InvertedOscillatorSpread.spread_fixed_width
```

```
'InvertedOscillatorSpread.positionAt_packet' depends on axioms: [propext, Classical.choice, Quot.sound]
'InvertedOscillatorSpread.mean_position_zero' depends on axioms: [propext, Classical.choice, Quot.sound]
'InvertedOscillatorSpread.least_spread' depends on axioms: [propext, Classical.choice, Quot.sound]
'InvertedOscillatorSpread.spread_fixed_width' depends on axioms: [propext, Classical.choice, Quot.sound]
```

## How the proof follows the calculation

**Dynamics.** In `heisenberg_equations`, the derivatives of \(\cosh(w\tau)\) and \(\sinh(w\tau)\) are taken with \(\psi\) and \(x\) held fixed. The tactics `field_simp` and `ring` then identify the results with \(P/m\) and \(mw^2X\).

**Action on the packet.** The lemma `positionAt_packet` builds the derivative of the Gaussian by the chain rule. Its step `h2` is \(\psi_s'=-\frac{x}{2s^2}\psi_s\), and substituting this into `positionAt` produces the complex factor.

**Zero mean.** The auxiliary statement `key` in `mean_position_zero` replaces \(x\) by \(-x\) to show that the integral of an odd function equals its own negative. The rest checks that the integrand is odd.

**Second moment.** In `gaussian_second_moment`, `hd` is the total derivative displayed earlier. The boundary term is handled by `integral_eq_zero_of_hasDerivAt_of_integrable`, which needs both the function and its derivative to be integrable; `i0` and `i2` supply this for the two parts of the derivative. The final `linear_combination` solves the resulting equation for the second moment.

**The variance formula.** Within `spread_formula`, `hn` computes \(|\psi_s|^2\), and `hX` computes \(|X(t)\psi_s|^2\) using \(|a+ib|^2=a^2+b^2\). The Gaussian integral is nonzero by `hN`, so it cancels between numerator and denominator.

**Bound and equality.** The lemma `spread_eq_bound_add_sq` completes the square, with `hd` expressing that the product of the two coefficients is independent of \(s\). In `spread_lower_bound`, the inequality follows from `sq_nonneg`. For equality, `h1` and `h2` expose a common factor:

\[
s\cosh(wt)-\frac{\hbar}{2mws}\sinh(wt)
=\frac{\cosh(wt)}{s}\Bigl(s^2-\frac{\hbar}{2mw}\tanh(wt)\Bigr).
\]

The factor \(\cosh(wt)/s\) is nonzero, so the bracket must vanish.

**Attainment and the fixed width.** The theorem `least_spread` first proves that \(\frac{\hbar}{2mw}\tanh(wt)\) is positive, then uses its square root as the minimising width. In `spread_fixed_width`, `he` is the identity \(\hbar/(2mws)=s\), and the relation \(\cosh(2wt)-\sinh(2wt)=e^{-2wt}\) yields the excess.
